# Every real two-electron singlet has a seniority-zero orbital basis, but diagonalising its density need not find it

## Coefficients, rotations and density

Take a finite set of real orthonormal orbitals and the two-electron state

\[
\Psi=\sum_{p,q} C_{pq}\,a^\dagger_{p\uparrow}a^\dagger_{q\downarrow}|0\rangle ,
\]

with real coefficients. It is a singlet when \(C\) is symmetric, and its squared norm is \(N(C)=\sum_{pq}C_{pq}^2\), the squared Frobenius norm of \(C\).

New orbitals are the columns of an orthogonal matrix \(U\), so that \(a^\dagger_p=\sum_k U_{pk}\,b^\dagger_k\) for either spin, where \(b^\dagger_k\) creates an electron in the new orbital \(k\). Substitution gives the new coefficient matrix \(U^TCU\).

The spin-up electrons have the one-particle density \(CC^T\) and the spin-down electrons \(C^TC\). The spin-summed density is

\[
D(C)=CC^T+C^TC ,
\]

which is \(2C^2\) for a singlet. Its eigenvectors are the natural orbitals and, for a normalised state, its eigenvalues are their occupations.

The state has seniority zero in a given basis when every configuration in it doubly occupies one orbital, that is, when \(C\) is diagonal. The open-shell weight \(W(C)=\sum_{p\ne q}C_{pq}^2\) measures the departure from this.

## Seniority zero from the eigenvectors of \(C\)

**Claim.** If \(C\) is real symmetric with \(N(C)=1\), some orthogonal \(U\) gives \(U^TCU=\mathrm{diag}(c_k)\). The density in the same basis is \(\mathrm{diag}(2c_k^2)\), and \(\sum_k 2c_k^2=2\).

Since \(\operatorname{tr}CC^T=\operatorname{tr}C^TC=\sum_{pq}C_{pq}^2\), we have \(\operatorname{tr}D(C)=2N(C)\). For a square matrix, \(U^TU=1\) implies \(UU^T=1\), so

\[
(U^TCU)(U^TCU)^T=U^TC\,(UU^T)\,C^TU=U^TCC^TU .
\]

The other product behaves in the same way, and therefore \(D(U^TCU)=U^TD(C)U\).

The spectral theorem gives \(C=U\,\mathrm{diag}(c)\,U^T\) with \(U\) orthogonal, hence \(U^TCU=\mathrm{diag}(c)\). By covariance the density in this basis is \(D(\mathrm{diag}(c))=\mathrm{diag}(2c_k^2)\). Its trace is \(\operatorname{tr}(U^TDU)=\operatorname{tr}(DUU^T)=\operatorname{tr}D=2\), the number of electrons.

Thus a configuration interaction expansion restricted to doubly occupied orbitals can represent any real two-electron singlet in a finite orbital set exactly, provided that the orbitals are chosen for that state.

## What a diagonal density determines

Suppose that the density of a singlet is already diagonal, \(D=\mathrm{diag}(\mathrm{occ}_p)\). As \(D=2C^2\), it commutes with \(C\). The \((p,q)\) entry of \(CD=DC\) reads \(C_{pq}\,\mathrm{occ}_q=\mathrm{occ}_p\,C_{pq}\), so

\[
(\mathrm{occ}_p-\mathrm{occ}_q)\,C_{pq}=0 ,
\]

and \(C_{pq}\) vanishes whenever the two occupations differ.

For equal occupations this relation says nothing about \(C_{pq}\), which can be non-zero if the common occupation is non-zero. Take \(C=\mathrm{diag}(1,-1)/\sqrt2\). Then \(C^2=\tfrac12\,1\) and \(D=1\), and \(D\) remains the identity in every rotated basis. With

\[
R(\theta)=\begin{pmatrix}\cos\theta&-\sin\theta\\ \sin\theta&\cos\theta\end{pmatrix},
\]

multiplication gives diagonal entries \(\pm(\cos^2\theta-\sin^2\theta)/\sqrt2\) and off-diagonal entries \(-2\sin\theta\cos\theta/\sqrt2\), so that

\[
R^TCR=\frac1{\sqrt2}\begin{pmatrix}\cos2\theta&-\sin2\theta\\-\sin2\theta&-\cos2\theta\end{pmatrix},
\qquad W=2\cdot\frac{\sin^2 2\theta}{2}=\sin^22\theta .
\]

At 45 degrees the matrix is purely off-diagonal: every configuration is open-shell, although the orbitals are still natural orbitals.

## The state as a matrix in Lean

The type `n` labels the spatial orbitals, and `Fintype n` makes their number finite.

```lean
import Mathlib

open Matrix

namespace TwoElectronSeniority

noncomputable section

variable {n : Type*} [Fintype n] [DecidableEq n]
```

The state enters through its real coefficient matrix. Fock space and the creation operators are not constructed, so the link from \(\Psi\) to the following four definitions is the one given above.

```lean
/-- The coefficient matrix, or a one-particle matrix, expressed in the real orbitals
given by the columns of `U`. -/
def rotate (A U : Matrix n n ℝ) : Matrix n n ℝ := Uᵀ * A * U
```

`rotate` serves for both coefficient and density matrices. Orthogonality is not part of the definition; theorems that need it assume `Uᵀ * U = 1`.

```lean
/-- The spin-summed one-particle density matrix of the two-electron state with coefficient
`C p q` for spin up in orbital `p` and spin down in orbital `q`. -/
def density (C : Matrix n n ℝ) : Matrix n n ℝ := C * Cᵀ + Cᵀ * C

/-- The squared norm of the two-electron state, which is the squared Frobenius norm of `C`. -/
def normSquared (C : Matrix n n ℝ) : ℝ := ∑ p, ∑ q, C p q ^ 2

/-- The total weight of the configurations whose two electrons occupy different orbitals. -/
def openShellWeight (C : Matrix n n ℝ) : ℝ :=
  ∑ p, ∑ q, if p = q then 0 else C p q ^ 2
```

## Trace, covariance and the seniority-zero basis

The trace formula holds for any real `C`, symmetric or not. The proof expands the trace of `C * Cᵀ` into the double sum and obtains the other term by cyclicity.

```lean
omit [DecidableEq n] in
/-- The trace of the density matrix is twice the squared norm of the state. -/
theorem trace_density (C : Matrix n n ℝ) : (density C).trace = 2 * normSquared C := by
  have h : (C * Cᵀ).trace = normSquared C := by
    simp only [Matrix.trace, Matrix.diag_apply, Matrix.mul_apply, Matrix.transpose_apply,
      normSquared, pow_two]
  rw [density, Matrix.trace_add, Matrix.trace_mul_comm Cᵀ C, h]
  ring
```

Covariance also holds without symmetry. In its proof, `hmul` uses `U * Uᵀ = 1` to turn the product of two rotated matrices into the rotated product, and `ht` transposes a rotated matrix.

```lean
/-- Under an orthogonal orbital rotation the density matrix of the rotated state is the
rotated density matrix. -/
theorem density_rotate (C U : Matrix n n ℝ) (hU : Uᵀ * U = 1) :
    density (rotate C U) = rotate (density C) U := by
  have hU' : U * Uᵀ = 1 := mul_eq_one_comm.mp hU
  have hmul (A B : Matrix n n ℝ) :
      (Uᵀ * A * U) * (Uᵀ * B * U) = Uᵀ * (A * B) * U := by
    calc (Uᵀ * A * U) * (Uᵀ * B * U) = Uᵀ * A * (U * Uᵀ) * B * U := by noncomm_ring
      _ = Uᵀ * (A * B) * U := by rw [hU']; noncomm_ring
  have ht : (Uᵀ * C * U)ᵀ = Uᵀ * Cᵀ * U := by
    simp only [Matrix.transpose_mul, Matrix.transpose_transpose, Matrix.mul_assoc]
  simp only [density, rotate]
  rw [ht, hmul, hmul]
  noncomm_ring
```

The main theorem takes a symmetric `C` (`IsSymm`, the singlet condition) of unit norm. It states that there are an orthogonal `U` and real numbers `c k` for which the rotated coefficients are diagonal, the rotated density has diagonal entries `2 * c k ^ 2`, and these add up to two. Complex coefficients and more than two electrons are not treated.

A real symmetric matrix is Hermitian, which is `hH`, and Mathlib's spectral theorem then supplies `U` and `c`. The steps `hdiag`, `hocc` and `htr` are the diagonalisation, the occupations and the invariance of the trace, in the order of the derivation.

```lean
/-- A normalised two-electron singlet with real coefficients becomes seniority zero in a suitable
orthonormal orbital basis; there its density matrix is diagonal with occupations `2 * c k ^ 2`,
which sum to two. -/
theorem exists_seniority_zero (C : Matrix n n ℝ) (hC : C.IsSymm)
    (hnorm : normSquared C = 1) :
    ∃ (U : Matrix n n ℝ) (c : n → ℝ), Uᵀ * U = 1 ∧
      rotate C U = diagonal c ∧
      rotate (density C) U = diagonal (fun k => 2 * c k ^ 2) ∧
      ∑ k, 2 * c k ^ 2 = 2 := by
  have hH : C.IsHermitian := by
    change Cᴴ = C
    rw [Matrix.conjTranspose_eq_transpose_of_trivial]
    exact hC
  -- the spectral theorem supplies the orbitals
  obtain ⟨U, c, hU, hs⟩ : ∃ (U : Matrix n n ℝ) (c : n → ℝ),
      star U * U = 1 ∧ C = U * diagonal c * star U := by
    refine ⟨hH.eigenvectorUnitary, RCLike.ofReal ∘ hH.eigenvalues,
      Matrix.mem_unitaryGroup_iff'.mp (SetLike.coe_mem _), ?_⟩
    have h := hH.spectral_theorem
    rw [Unitary.conjStarAlgAut_apply] at h
    exact h
  rw [Matrix.star_eq_conjTranspose, Matrix.conjTranspose_eq_transpose_of_trivial] at hU hs
  have hdiag : rotate C U = diagonal c := by
    calc rotate C U = (Uᵀ * U) * diagonal c * (Uᵀ * U) := by
          rw [rotate, hs]; noncomm_ring
      _ = diagonal c := by rw [hU, one_mul, mul_one]
  have hocc : rotate (density C) U = diagonal (fun k => 2 * c k ^ 2) := by
    rw [← density_rotate C U hU, hdiag]
    simp only [density, Matrix.diagonal_transpose, Matrix.diagonal_mul_diagonal,
      Matrix.diagonal_add]
    congr 1
    funext k
    ring
  refine ⟨U, c, hU, hdiag, hocc, ?_⟩
  -- the rotation leaves the trace of the density matrix unchanged
  have htr : (rotate (density C) U).trace = (density C).trace := by
    rw [rotate, Matrix.trace_mul_comm, ← Matrix.mul_assoc, mul_eq_one_comm.mp hU, one_mul]
  rw [hocc, Matrix.trace_diagonal, trace_density, hnorm, mul_one] at htr
  exact htr
```

The partial converse needs no normalisation. It assumes that the density is `diagonal occ` and concludes that `C p q = 0` for any two orbitals with different occupations. The commutation relation is `hcomm`, and `h` is its \((p,q)\) entry.

```lean
/-- If the density matrix of a singlet with real coefficients is diagonal, then the coefficient
coupling two orbitals with different occupations vanishes. -/
theorem coefficient_eq_zero_of_occupation_ne (C : Matrix n n ℝ) (hC : C.IsSymm)
    (occ : n → ℝ) (hocc : density C = diagonal occ) {p q : n} (hpq : occ p ≠ occ q) :
    C p q = 0 := by
  -- the coefficient matrix commutes with its density
  have hcomm : C * density C = density C * C := by
    simp only [density, hC.eq]
    noncomm_ring
  rw [hocc] at hcomm
  have h := congrFun (congrFun hcomm p) q
  rw [Matrix.mul_diagonal, Matrix.diagonal_mul] at h
  have h0 : (occ p - occ q) * C p q = 0 := by linarith
  exact (mul_eq_zero.mp h0).resolve_left (sub_ne_zero.mpr hpq)
```

## A degenerate pair under rotation

The counterexample lives on two orbitals, labelled 0 and 1 by `Fin 2`.

```lean
/-- The two-orbital singlet with coefficient matrix `diag(1, -1) / √2`. -/
def antiPair : Matrix (Fin 2) (Fin 2) ℝ := !![1 / √2, 0; 0, -1 / √2]

/-- The rotation of two real orbitals by the angle `θ`. -/
def rotation (θ : ℝ) : Matrix (Fin 2) (Fin 2) ℝ :=
  !![Real.cos θ, -Real.sin θ; Real.sin θ, Real.cos θ]
```

The next theorem collects three facts: the state is a singlet, it is normalised, and its density is the identity after rotation by any `θ`. The density is computed entry by entry in the original basis and carried to the others by `density_rotate`. The norm follows from the trace formula, since the two-by-two identity has trace 2.

```lean
/-- The state `diag(1, -1) / √2` is a normalised singlet, and its density matrix is the
identity in every rotated orbital basis. -/
theorem antiPair_density (θ : ℝ) :
    antiPair.IsSymm ∧ normSquared antiPair = 1 ∧
      density (rotate antiPair (rotation θ)) = 1 := by
  have h2 : (√2 : ℝ)⁻¹ * (√2)⁻¹ = 1 / 2 := by
    rw [← mul_inv, Real.mul_self_sqrt (by norm_num)]
    norm_num
  have ht : antiPairᵀ = antiPair := by
    ext i j
    fin_cases i <;> fin_cases j <;> simp [antiPair]
  have hd : density antiPair = 1 := by
    rw [density, ht]
    ext i j
    simp only [Matrix.add_apply, Matrix.mul_apply, Fin.sum_univ_two]
    fin_cases i <;> fin_cases j <;> simp [antiPair, neg_div] <;> linarith [h2]
  have hR : (rotation θ)ᵀ * rotation θ = 1 := by
    ext i j
    fin_cases i <;> fin_cases j <;>
      simp [rotation, Matrix.mul_apply, Fin.sum_univ_two] <;>
      linarith [Real.sin_sq_add_cos_sq θ]
  refine ⟨?_, ?_, ?_⟩
  · exact ht
  · have h := trace_density antiPair
    rw [hd, Matrix.trace_one, Fintype.card_fin] at h
    push_cast at h
    linarith
  · rw [density_rotate _ _ hR, hd, rotate, mul_one, hR]
```

The rotated coefficients are found by multiplying out the entries and using the double-angle formulas `hc` and `hs`.

```lean
/-- The coefficient matrix of `diag(1, -1) / √2` after rotation of the orbitals by `θ`
turns with the doubled angle. -/
theorem rotate_antiPair (θ : ℝ) :
    rotate antiPair (rotation θ) =
      !![Real.cos (2 * θ) / √2, -Real.sin (2 * θ) / √2;
         -Real.sin (2 * θ) / √2, -Real.cos (2 * θ) / √2] := by
  have hc : Real.cos (2 * θ) = Real.cos θ ^ 2 - Real.sin θ ^ 2 := by
    rw [two_mul, Real.cos_add]; ring
  have hs : Real.sin (2 * θ) = 2 * Real.sin θ * Real.cos θ := Real.sin_two_mul θ
  rw [hc, hs]
  ext i j
  fin_cases i <;> fin_cases j <;>
    simp [rotate, antiPair, rotation, Matrix.mul_apply, Fin.sum_univ_two] <;> ring
```

For a symmetric two-by-two matrix with off-diagonal entry `b`, the open-shell weight is `2 * b ^ 2`; inserting the entry just found gives \(\sin^2 2\theta\).

```lean
/-- After rotation of the orbitals by `θ`, the open-shell weight of the state
`diag(1, -1) / √2` is `sin² (2θ)`. -/
theorem openShellWeight_antiPair (θ : ℝ) :
    openShellWeight (rotate antiPair (rotation θ)) = Real.sin (2 * θ) ^ 2 := by
  have h (a b d : ℝ) : openShellWeight !![a, b; b, d] = 2 * b ^ 2 := by
    simp [openShellWeight, Fin.sum_univ_two]
    ring
  rw [rotate_antiPair, h, div_pow, Real.sq_sqrt (by norm_num)]
  ring
```

Setting `θ` to `Real.pi / 4` makes the doubled angle a right angle, and the diagonal vanishes.

```lean
/-- A rotation of the orbitals by 45 degrees turns `diag(1, -1) / √2` into a purely
off-diagonal coefficient matrix. -/
theorem antiPair_fortyFive :
    rotate antiPair (rotation (Real.pi / 4)) = !![0, -1 / √2; -1 / √2, 0] := by
  have h : 2 * (Real.pi / 4) = Real.pi / 2 := by ring
  rw [rotate_antiPair, h, Real.cos_pi_div_two, Real.sin_pi_div_two]
  simp

end

end TwoElectronSeniority
```

```lean
#print axioms TwoElectronSeniority.exists_seniority_zero
#print axioms TwoElectronSeniority.antiPair_density
#print axioms TwoElectronSeniority.openShellWeight_antiPair
#print axioms TwoElectronSeniority.antiPair_fortyFive
```

```
'TwoElectronSeniority.exists_seniority_zero' depends on axioms: [propext, Classical.choice, Quot.sound]
'TwoElectronSeniority.antiPair_density' depends on axioms: [propext, Classical.choice, Quot.sound]
'TwoElectronSeniority.openShellWeight_antiPair' depends on axioms: [propext, Classical.choice, Quot.sound]
'TwoElectronSeniority.antiPair_fortyFive' depends on axioms: [propext, Classical.choice, Quot.sound]
```
